# Along a Hermitian solution of H′ = [H,[H,N]] with fixed Hermitian N, tr(HN) never decreases

The time derivative of a matrix is taken here entry by entry: H(t) has derivative H′(t) when each complex entry Hᵢⱼ(t) has derivative H′ᵢⱼ(t). For matrices of finite size this agrees with the derivative in any matrix norm, and it spares the statement a choice of one. The quantity to be followed, tr(HN), is formally a complex number, so monotonicity is stated for its real part. For Hermitian H and N the imaginary part is zero, and nothing is lost.

## The growth rate of tr(HN) is the squared size of the commutator

Let N be a fixed Hermitian matrix of finite size, and let H(t) be Hermitian at every real time t. Write [A,B] = AB − BA, and let † denote the conjugate transpose. Suppose that H solves the double-bracket equation

H′ = [H,C], with C = [H,N].

Then

d/dt tr(HN) = tr(C†C) = Σⱼ Σᵢ |Cᵢⱼ|² ≥ 0.

The overlap tr(HN) is therefore nondecreasing, and its derivative vanishes exactly at the times when HN = NH. A solution that commutes with N at one time is constant, by the uniqueness theorem for differential equations (not used in the Lean file), so the overlap grows either at all times or at none. The commutator itself need not shrink steadily as the overlap grows: in the two-level example below, the sum of |Cᵢⱼ|² rises until t = 0 and falls afterwards.

The equation is known as the Brockett-Wegner flow. The result concerns growth and stationarity along it, and makes no statement about the limit t → ∞. Since N is constant, it also leaves out Wegner's choice of the diagonal part of H(t) itself as the generator's reference matrix.

## Checks for a flow-equation integrator

A code that evolves a Hamiltonian matrix in a finite basis by a double-bracket flow with a fixed N, as in similarity renormalisation with the kinetic energy as N, can record tr(HN) and the sum of |Cᵢⱼ|² at each step. For the exact flow the second is the slope of the first. A steady decrease of tr(HN) points to a reversed sign: [[H,N],H] is minus the right-hand side used here, while [[N,H],H] is equal to it.

A second check comes from the traces tr(Hᵏ), which the exact flow conserves for every k = 0, 1, 2, ….

For a test with a known answer, let σ_x and σ_z be the Pauli matrices, and take N = σ_z and

H(t) = x σ_x + z σ_z, x = 1/cosh 4t, z = sinh 4t / cosh 4t.

This is an exact solution. Its overlap is 2z, with slope 8x², and it commutes with σ_z at no finite time.

## From the product rule to a sum of squares

Since N is constant, the product rule gives

d/dt tr(HN) = tr(H′N) = tr([H,C]N).

Expand the outer commutator and move H cyclically in the first term:

tr([H,C]N) = tr(HCN) − tr(CHN) = tr(CNH) − tr(CHN) = −tr(C(HN − NH)) = −tr(CC).

The commutator of two Hermitian matrices is anti-Hermitian:

C† = (HN − NH)† = NH − HN = −C.

Hence −tr(CC) = tr(C†C). Written out in entries,

tr(C†C) = Σⱼ Σᵢ (Cᵢⱼ)* Cᵢⱼ = Σⱼ Σᵢ |Cᵢⱼ|²,

where * is complex conjugation. This is nonnegative, which gives monotonicity. It is zero only if every entry of C is zero, that is, if HN = NH.

Now suppose that the overlap has the same value at two times a < b. Being nondecreasing, it is constant between them, so its derivative vanishes at every time strictly between a and b, and H commutes with N there.

For the conserved traces, use the identity

[AB,C] = [A,C]B + A[B,C].

If (Hᵏ)′ = [Hᵏ,C], then

(Hᵏ⁺¹)′ = [Hᵏ,C]H + Hᵏ[H,C] = [Hᵏ⁺¹,C].

The case k = 0 holds because both sides are zero, so the formula holds for all k by induction. The trace of a commutator is zero, and tr(Hᵏ) is constant.

In the two-level example, the double commutator is

[H,[H,σ_z]] = −4xz σ_x + 4x² σ_z.

The flow equation thus reduces to x′ = −4xz and z′ = 4x². Differentiating the given functions yields

x′ = −4 sinh 4t / cosh² 4t = −4xz,

z′ = 4(cosh² 4t − sinh² 4t) / cosh² 4t = 4x².

The off-diagonal entry x is never zero, so H never commutes with σ_z.

## The Lean file

```lean
import Mathlib

open Matrix

namespace BrockettWegnerFlow

noncomputable section

variable {n : Type*} [Fintype n]

/-- The commutator `[A, B] = AB - BA` of two matrices. -/
def comm (A B : Matrix n n ℂ) : Matrix n n ℂ := A * B - B * A

/-- The matrix function `A` has the time derivative `A'` at time `t`, entry by entry. -/
def MatDeriv (A : ℝ → Matrix n n ℂ) (A' : Matrix n n ℂ) (t : ℝ) : Prop :=
  ∀ i j, HasDerivAt (fun s => A s i j) (A' i j) t

/-- The double-bracket flow equation `H' = [H, [H, N]]` at all times. -/
def IsBracketFlow (N : Matrix n n ℂ) (H : ℝ → Matrix n n ℂ) : Prop :=
  ∀ t, MatDeriv H (comm (H t) (comm (H t) N)) t

/-- The overlap of `A` and `N`: the real part of `tr(AN)`. -/
def overlap (A N : Matrix n n ℂ) : ℝ := (A * N).trace.re

/-- For Hermitian matrices `tr(AN)` is real, and equals the overlap. -/
theorem overlap_eq_trace {A N : Matrix n n ℂ} (hA : A.IsHermitian) (hN : N.IsHermitian) :
    (overlap A N : ℂ) = (A * N).trace := by
  apply Complex.conj_eq_iff_re.1
  change star (A * N).trace = (A * N).trace
  rw [← Matrix.trace_conjTranspose, Matrix.conjTranspose_mul, hA.eq, hN.eq,
    Matrix.trace_mul_comm]

/-- The product rule for matrix functions of time. -/
theorem MatDeriv.mul {A B : ℝ → Matrix n n ℂ} {A' B' : Matrix n n ℂ} {t : ℝ}
    (hA : MatDeriv A A' t) (hB : MatDeriv B B' t) :
    MatDeriv (fun s => A s * B s) (A' * B t + A t * B') t := by
  intro i j
  have h : HasDerivAt (fun s => ∑ k, A s i k * B s k j)
      (∑ k, (A' i k * B t k j + A t i k * B' k j)) t :=
    HasDerivAt.fun_sum fun k _ => (hA i k).fun_mul (hB k j)
  simpa only [Matrix.mul_apply, Matrix.add_apply, Finset.sum_add_distrib] using h

/-- The derivative of the trace is the trace of the derivative. -/
theorem MatDeriv.trace {A : ℝ → Matrix n n ℂ} {A' : Matrix n n ℂ} {t : ℝ}
    (hA : MatDeriv A A' t) : HasDerivAt (fun s => (A s).trace) A'.trace t := by
  have h : HasDerivAt (fun s => ∑ i, A s i i) (∑ i, A' i i) t :=
    HasDerivAt.fun_sum fun i _ => hA i i
  exact h

/-- The real part of `tr(Cᴴ C)` is the sum of the squared moduli of all entries of `C`. -/
theorem trace_star_mul_self (C : Matrix n n ℂ) :
    (Cᴴ * C).trace.re = ∑ j, ∑ i, ‖C i j‖ ^ 2 := by
  have h : (Cᴴ * C).trace = ((∑ j, ∑ i, ‖C i j‖ ^ 2 : ℝ) : ℂ) := by
    simp only [Matrix.trace, Matrix.diag_apply, Matrix.mul_apply, Matrix.conjTranspose_apply]
    push_cast
    exact Finset.sum_congr rfl fun j _ => Finset.sum_congr rfl fun i _ => Complex.conj_mul' _
  rw [h, Complex.ofReal_re]

variable [DecidableEq n]

/-- For Hermitian `H` and `N` with `C = [H, N]`, one has `tr([H, C] N) = tr(Cᴴ C)`. -/
theorem trace_double_comm {H N : Matrix n n ℂ} (hH : H.IsHermitian) (hN : N.IsHermitian) :
    (comm H (comm H N) * N).trace = ((comm H N)ᴴ * comm H N).trace := by
  -- the commutator of Hermitian matrices is anti-Hermitian
  have hC : (comm H N)ᴴ = -comm H N := by
    simp only [comm, Matrix.conjTranspose_sub, Matrix.conjTranspose_mul, hH.eq, hN.eq, neg_sub]
  -- cyclicity of the trace moves the outer commutator onto `N`
  have key : ∀ C : Matrix n n ℂ, (comm H C * N).trace = (-(C * comm H N)).trace := by
    intro C
    have e1 : comm H C * N = H * (C * N) - C * H * N := by
      simp only [comm]
      noncomm_ring
    have e2 : -(C * comm H N) = C * N * H - C * H * N := by
      simp only [comm]
      noncomm_ring
    rw [e1, e2, Matrix.trace_sub, Matrix.trace_sub, Matrix.trace_mul_comm H (C * N)]
  rw [key, hC, neg_mul]

/-- **Brockett-Wegner flow.** For Hermitian `N`, along a Hermitian solution of `H' = [H, [H, N]]`,
the overlap `Re tr(HN)` has derivative `Re tr(Cᴴ C)` with `C = [H, N]`; it never decreases, and its
derivative vanishes exactly at the times when `H` commutes with `N`. -/
theorem brockett_wegner {N : Matrix n n ℂ} {H : ℝ → Matrix n n ℂ} (hN : N.IsHermitian)
    (hH : ∀ t, (H t).IsHermitian) (hflow : IsBracketFlow N H) :
    (∀ t, HasDerivAt (fun s => overlap (H s) N)
      ((comm (H t) N)ᴴ * comm (H t) N).trace.re t) ∧
    Monotone (fun s => overlap (H s) N) ∧
    ∀ t, deriv (fun s => overlap (H s) N) t = 0 ↔ H t * N = N * H t := by
  have hd : ∀ t, HasDerivAt (fun s => overlap (H s) N)
      ((comm (H t) N)ᴴ * comm (H t) N).trace.re t := by
    intro t
    have hc : MatDeriv (fun _ => N) 0 t := fun i j => hasDerivAt_const t (N i j)
    have h : MatDeriv (fun s => H s * N) (comm (H t) (comm (H t) N) * N) t := by
      simpa only [mul_zero, add_zero] using (hflow t).mul hc
    have h2 := h.trace
    rw [trace_double_comm (hH t) hN] at h2
    exact Complex.reCLM.hasFDerivAt.comp_hasDerivAt t h2
  refine ⟨hd, monotone_of_deriv_nonneg (fun t => (hd t).differentiableAt) fun t => ?_,
    fun t => ?_⟩
  · rw [(hd t).deriv, trace_star_mul_self]
    positivity
  · rw [(hd t).deriv, trace_star_mul_self]
    constructor
    · -- a vanishing sum of squares forces every entry of the commutator to vanish
      intro h
      apply sub_eq_zero.1
      ext i j
      have h1 := (Finset.sum_eq_zero_iff_of_nonneg (fun j _ => by positivity)).1 h j
        (Finset.mem_univ j)
      have h2 := (Finset.sum_eq_zero_iff_of_nonneg (fun i _ => by positivity)).1 h1 i
        (Finset.mem_univ i)
      exact norm_eq_zero.1 (pow_eq_zero_iff two_ne_zero |>.1 h2)
    · intro h
      have h0 : comm (H t) N = 0 := sub_eq_zero.2 h
      simp [h0]

/-- Let `N` be Hermitian and `H` a Hermitian solution of the flow equation. If the overlap has the
same value at two times, then `H` commutes with `N` at every time in between. -/
theorem commute_of_overlap_eq {N : Matrix n n ℂ} {H : ℝ → Matrix n n ℂ} (hN : N.IsHermitian)
    (hH : ∀ t, (H t).IsHermitian) (hflow : IsBracketFlow N H) {a b : ℝ}
    (hab : overlap (H a) N = overlap (H b) N) {t : ℝ} (ht : t ∈ Set.Ioo a b) :
    H t * N = N * H t := by
  obtain ⟨-, hmono, hstat⟩ := brockett_wegner hN hH hflow
  apply (hstat t).1
  -- a monotone function with equal end values is constant in between
  have he : (fun s => overlap (H s) N) =ᶠ[nhds t] fun _ => overlap (H a) N := by
    filter_upwards [Ioo_mem_nhds ht.1 ht.2] with s hs
    exact le_antisymm ((hmono hs.2.le).trans_eq hab.symm) (hmono hs.1.le)
  rw [he.deriv_eq]
  simp

/-- The flow conserves `tr(H^k)` for every power `k`. -/
theorem trace_pow_conserved {N : Matrix n n ℂ} {H : ℝ → Matrix n n ℂ}
    (hflow : IsBracketFlow N H) (k : ℕ) (s t : ℝ) : (H s ^ k).trace = (H t ^ k).trace := by
  have leib : ∀ A B X : Matrix n n ℂ, comm (A * B) X = comm A X * B + A * comm B X := by
    intro A B X
    simp only [comm]
    noncomm_ring
  -- every power obeys the equation `(H^k)' = [H^k, [H, N]]`
  have hp : ∀ t, MatDeriv (fun s => H s ^ k) (comm (H t ^ k) (comm (H t) N)) t := by
    intro t
    induction k with
    | zero =>
      have e : comm (H t ^ 0) (comm (H t) N) = 0 := by simp [comm]
      rw [e]
      intro i j
      simp only [pow_zero]
      exact hasDerivAt_const t _
    | succ k ih =>
      rw [pow_succ, leib]
      simpa only [pow_succ] using ih.mul (hflow t)
  refine is_const_of_deriv_eq_zero (f := fun s => (H s ^ k).trace)
    (fun t => (hp t).trace.differentiableAt) (fun t => ?_) s t
  rw [(hp t).trace.deriv, comm, Matrix.trace_sub, Matrix.trace_mul_comm, sub_self]

/-- The two-level Hamiltonian `x σ_x + z σ_z`. -/
def twoLevel (x z : ℝ) : Matrix (Fin 2) (Fin 2) ℂ := !![(z : ℂ), (x : ℂ); (x : ℂ), -(z : ℂ)]

/-- The Pauli matrix `σ_z`. -/
def pauliZ : Matrix (Fin 2) (Fin 2) ℂ := !![1, 0; 0, -1]

/-- The two-level Hamiltonian with `x = 1 / cosh 4t` and `z = sinh 4t / cosh 4t` is Hermitian,
solves the flow equation for `N = σ_z`, and commutes with `σ_z` at no time. -/
theorem brockett_wegner_witness :
    let H := fun t : ℝ => twoLevel (1 / Real.cosh (4 * t)) (Real.sinh (4 * t) / Real.cosh (4 * t))
    pauliZ.IsHermitian ∧ (∀ t, (H t).IsHermitian) ∧ IsBracketFlow pauliZ H ∧
      ∀ t, H t * pauliZ ≠ pauliZ * H t := by
  intro H
  have hbr : ∀ x z : ℝ, comm (twoLevel x z) (comm (twoLevel x z) pauliZ) =
      twoLevel (-4 * x * z) (4 * x ^ 2) := by
    intro x z
    ext i j
    fin_cases i <;> fin_cases j <;>
      simp [comm, twoLevel, pauliZ] <;> ring
  refine ⟨Matrix.IsHermitian.ext fun i j => ?_,
    fun t => Matrix.IsHermitian.ext fun i j => ?_, fun t => ?_, fun t h => ?_⟩
  · fin_cases i <;> fin_cases j <;> simp [pauliZ]
  · generalize hx : 1 / Real.cosh (4 * t) = x
    generalize hz : Real.sinh (4 * t) / Real.cosh (4 * t) = z
    have hHt : H t = twoLevel x z := by rw [← hx, ← hz]
    rw [hHt]
    fin_cases i <;> fin_cases j <;> simp [twoLevel]
  · -- the flow equation reduces to `x' = -4xz` and `z' = 4x²`
    have hc : Real.cosh (4 * t) ≠ 0 := (Real.cosh_pos _).ne'
    have d4 : HasDerivAt (fun s : ℝ => 4 * s) 4 t := by
      simpa using (hasDerivAt_id t).const_mul (4 : ℝ)
    have ds : HasDerivAt (fun s : ℝ => Real.sinh (4 * s)) (Real.cosh (4 * t) * 4) t :=
      (Real.hasDerivAt_sinh _).comp t d4
    have dc : HasDerivAt (fun s : ℝ => Real.cosh (4 * s)) (Real.sinh (4 * t) * 4) t :=
      (Real.hasDerivAt_cosh _).comp t d4
    have hx := ((hasDerivAt_const t (1 : ℝ)).fun_div dc hc).congr_deriv
      (show _ = -4 * (1 / Real.cosh (4 * t)) * (Real.sinh (4 * t) / Real.cosh (4 * t)) by ring)
    have hz := (ds.fun_div dc hc).congr_deriv
      (show _ = 4 * (1 / Real.cosh (4 * t)) ^ 2 by
        linear_combination 4 * (Real.cosh (4 * t) ^ 2)⁻¹ * Real.cosh_sq_sub_sinh_sq (4 * t))
    change MatDeriv H (comm (twoLevel _ _) (comm (twoLevel _ _) pauliZ)) t
    rw [hbr]
    intro i j
    fin_cases i <;> fin_cases j
    exacts [hz.ofReal_comp, hx.ofReal_comp, hx.ofReal_comp, hz.ofReal_comp.fun_neg]
  · have hoff : ∀ x z : ℝ, twoLevel x z * pauliZ = pauliZ * twoLevel x z → x = 0 := by
      intro x z h
      have h01 : -(x : ℂ) = x := by
        simpa [twoLevel, pauliZ, Matrix.mul_apply, Fin.sum_univ_succ] using
          congrFun (congrFun h 0) 1
      have h' : -x = x := by exact_mod_cast h01
      linarith
    exact (one_div_pos.2 (Real.cosh_pos (4 * t))).ne' (hoff _ _ h)

end

end BrockettWegnerFlow
```

```lean
#print axioms BrockettWegnerFlow.overlap_eq_trace
#print axioms BrockettWegnerFlow.brockett_wegner
#print axioms BrockettWegnerFlow.commute_of_overlap_eq
#print axioms BrockettWegnerFlow.trace_pow_conserved
```

```
'BrockettWegnerFlow.overlap_eq_trace' depends on axioms: [propext, Classical.choice, Quot.sound]
'BrockettWegnerFlow.brockett_wegner' depends on axioms: [propext, Classical.choice, Quot.sound]
'BrockettWegnerFlow.commute_of_overlap_eq' depends on axioms: [propext, Classical.choice, Quot.sound]
'BrockettWegnerFlow.trace_pow_conserved' depends on axioms: [propext, Classical.choice, Quot.sound]
```

## What the theorems say about H and N

The index type `n` is any finite type, and matrices over it have complex entries. `comm A B` is the commutator, `ᴴ` is the conjugate transpose, and `MatDeriv` is the entrywise derivative. `IsBracketFlow N H` says that H satisfies the flow equation at every real t. `overlap A N` is the real part of tr(AN), and `overlap_eq_trace` shows that it equals the full trace when both matrices are Hermitian.

The main theorem, `brockett_wegner`, has three hypotheses: N is Hermitian, H(t) is Hermitian at all times, and H solves the flow equation. Its conclusion has three parts: the derivative formula, monotonicity over the whole time axis, and the equivalence between a zero derivative and `H t * N = N * H t`. The theorem `trace_pow_conserved` uses only the flow equation, without Hermiticity.

Existence of a solution is assumed, as is Hermiticity along it; neither is derived from initial data. The flow equation is required for all real t, whereas a code usually starts at t = 0. The two-level solution in `brockett_wegner_witness` meets every hypothesis with a commutator that is nonzero at all times.

The theorems describe the exact flow in continuous time. A numerical step has its own error: an explicit Euler step of length h, for instance, raises tr(H²) by h² tr(H′²), although the flow conserves it. Infinite-dimensional operators and the error of truncating a basis are not treated.

## How the Lean proof follows the calculation

`MatDeriv.mul` proves the product rule by differentiating the finite sum that defines each entry of a product, and `MatDeriv.trace` does the same for the trace. `trace_double_comm` contains the algebra. Its step `hC` is the anti-Hermiticity of C, and `key` is the cyclic move, with `noncomm_ring` expanding the products without changing their order. `trace_star_mul_self` turns tr(C†C) into the sum of squared moduli.

In `brockett_wegner`, the step `hd` joins the first three of these lemmas: N enters the product rule with derivative zero, the trace is differentiated, the algebraic identity is substituted, and the real part is taken. The derivative is then rewritten by `trace_star_mul_self` as a sum of squares, and `monotone_of_deriv_nonneg` gives monotonicity. For stationarity, `Finset.sum_eq_zero_iff_of_nonneg` is applied twice, first to the sum over j and then to the sum over i, so that each entry of the commutator must vanish.

`commute_of_overlap_eq` shows that the overlap agrees with a constant near any time strictly between a and b, so its derivative there is zero. `trace_pow_conserved` runs the induction on k, with `leib` as the product identity for commutators.

In the two-level theorem, `hbr` computes the double commutator entry by entry, `hx` and `hz` are the two scalar differential equations, and `hoff` reads the upper right entry of a supposed commutation relation. That entry gives −x = x, hence x = 0, which contradicts 1/cosh 4t > 0.
